# For real symmetric H and S, one inverse serves both poles of a conjugate pair

A pole expansion replaces a function of the Hamiltonian by a weighted sum of inverses at complex energies, and the poles often come in conjugate pairs. If nothing relates the two inverses of a pair, each pair costs two inversions. If the two are then computed separately and approximately, a sum that should be real can pick up a spurious imaginary part.

For real symmetric matrices the second inverse is the entrywise conjugate of the first, so a pair with complex conjugate weights contributes twice the real part of one weighted inverse. For complex Hermitian matrices one inverse still gives the other, as its adjoint, but the rule with the real part can fail badly. Take the Pauli matrix $\sigma_y$ as Hamiltonian, the unit matrix as overlap, and poles at $\pm\mathrm i$ with weight 1 each. The two inverses add up to $\sigma_y$, while twice the real part of either one is the zero matrix.

## Poles, weights and Green's functions

Let $H$ be the Hamiltonian matrix and $S$ the overlap matrix in a finite basis. For a complex number $z$, write

$$P(z) = H - zS .$$

A matrix $G$ with $P(z)G = 1$ is called the Green's function at $z$ here. Many texts use $zS-H$ instead, which changes the sign of $G$ and can be absorbed into the weight. A pole $z$ with complex weight $w$ contributes $wG$, and its partner at $\bar z$ contributes $\bar w G'$, where $P(\bar z)G' = 1$.

In a mean-field calculation with a finite real basis and real symmetric $H$ and $S$, the density matrix can be approximated by such a sum, and the result below halves the number of inversions for the paired poles.

## What is proved about a pair

Let $H$ and $S$ be real symmetric and let $P(z)G=1$. Then:

1. $G^T = G$.
2. The entrywise conjugate $\bar G$ satisfies $P(\bar z)\bar G = 1$.
3. Every $G'$ with $P(\bar z)G'=1$ gives $wG+\bar wG' = R$, where $R$ is the real matrix with entries $R_{ij} = 2\,\mathrm{Re}(wG_{ij})$.

This is `conjugate_pole_pair`. In the code, `H` and `S` are matrices over `ℝ`, and `cplx` regards them as complex ones. `pencil` is $P(z)$, and `pairMatrix w G` is $R$. The type `n` labels the basis functions and is finite. `IsSymm` says that a matrix equals its transpose.

The Green's function enters as a matrix with an equation, `pencil (cplx H) (cplx S) z * G = 1`. Invertibility is thus a hypothesis of this theorem, and Mathlib's convention for the inverse of a singular matrix plays no part in it.

The poles and weights are given numbers. How to choose them, how well the expansion approximates a Fermi function, and how rounding affects a computed $G$ are separate questions.

## Symmetry, conjugation and the real part

**Symmetry.** Since $H$ and $S$ are symmetric, $P(z)^T=P(z)$. Transposing $P(z)G=1$ gives $G^TP(z)=1$. Hence

$$G^T = G^T\bigl(P(z)G\bigr) = \bigl(G^TP(z)\bigr)G = G .$$

**Conjugation.** Since $H$ and $S$ are real, conjugating every entry of $P(z)$ gives $P(\bar z)$. The conjugate of a product is the product of the conjugates, so $P(z)G=1$ becomes $P(\bar z)\bar G=1$.

**The pair.** Let $P(\bar z)G'=1$. For finite square matrices a right inverse is also a left inverse, so $G'P(\bar z)=1$ and

$$G' = G'\bigl(P(\bar z)\bar G\bigr) = \bigl(G'P(\bar z)\bigr)\bar G = \bar G .$$

Entry by entry, $wG_{ij}+\bar w\,\overline{G_{ij}} = wG_{ij}+\overline{wG_{ij}} = 2\,\mathrm{Re}(wG_{ij})$.

## When the inverse exists

`exists_green` supplies the inverse when $S$ is positive definite and $z$ is not real. Positive definiteness means $x^TSx>0$ for every real $x\neq0$. This number is the squared norm of the orbital with coefficients $x$, so the condition expresses linear independence of the basis functions.

Write $z=\xi+\mathrm i\eta$ with $\eta\neq0$, and suppose $P(z)v=0$ for some $v=a+\mathrm ib\neq0$ with $a$ and $b$ real. Then $Hv=zSv$, whose real and imaginary parts are

$$Ha=\xi Sa-\eta Sb,\qquad Hb=\xi Sb+\eta Sa .$$

Multiply the first by $b^T$ and the second by $a^T$. The left sides agree because $H$ is symmetric, and $b^TSa=a^TSb$ because $S$ is. Subtracting leaves

$$\eta\,(a^TSa+b^TSb)=0 .$$

As $\eta\neq0$, the bracket vanishes. Both of its terms are nonnegative, so positive definiteness forces $a=b=0$, a contradiction. Hence $P(z)$ has no null vector and is invertible.

## Traces from one inverse per pair

Number the pairs by $l$, with poles $z_l$, weights $w_l$ and inverses $G_l$ at $z_l$ and $G'_l$ at $\bar z_l$. For a real matrix $A$, `trace_pole_sum` states

$$\mathrm{Tr}\Bigl[\sum_l\bigl(w_lG_l+\bar w_lG'_l\bigr)A\Bigr]
=\sum_l 2\,\mathrm{Re}\Bigl(w_l\sum_{ij}(G_l)_{ij}A_{ij}\Bigr).$$

Let $R_l$ be the real matrix of pair $l$. Then $\mathrm{Tr}(R_lA)=\sum_{ij}(R_l)_{ji}A_{ij}$. The symmetry of $G_l$ turns $(R_l)_{ji}$ into $(R_l)_{ij}=2\,\mathrm{Re}(w_l(G_l)_{ij})$. Since $A$ is real, it can be moved inside the real part, and summing over $l$ gives the formula.

Only entries of $G_l$ at positions where $A$ is nonzero contribute. This suits methods that compute selected entries of an inverse, for instance when $A$ is a sparse $H$ or $S$. The matrix $A$ need not be symmetric.

## Complex Hermitian matrices

When $H$ and $S$ are complex Hermitian, as for a Bloch Hamiltonian at a general wave vector, one inverse still determines the other, but through the adjoint. From $GP(z)=1$ one gets $P(z)^\dagger G^\dagger=1$, and $P(z)^\dagger=H-\bar zS=P(\bar z)$. This is `hermitian_green_conj`.

The entrywise rule fails for $\sigma_y$ at $z=\mathrm i$ with $S=1$, where

$$G=\frac12\begin{pmatrix}\mathrm i&-\mathrm i\\ \mathrm i&\mathrm i\end{pmatrix}.$$

The off-diagonal entries differ, so $G$ is not symmetric. The upper left entry of $P(-\mathrm i)\bar G$ is $\tfrac12-\tfrac12=0$, where an inverse would give 1. `sigmaY_counterexample` records both failures.

## The Lean file

```lean
import Mathlib

open scoped Matrix ComplexConjugate

namespace ConjugatePolePairs

noncomputable section

variable {n : Type*}

/-- A real matrix regarded as a complex one. -/
def cplx (A : Matrix n n ℝ) : Matrix n n ℂ := A.map Complex.ofReal

/-- The shifted matrix `H - z S` of a Hamiltonian `H` and an overlap matrix `S`. -/
def pencil (H S : Matrix n n ℂ) (z : ℂ) : Matrix n n ℂ := H - z • S

/-- The real matrix with entries `2 Re (w G_ij)`. -/
def pairMatrix (w : ℂ) (G : Matrix n n ℂ) : Matrix n n ℝ :=
  Matrix.of fun i j => 2 * (w * G i j).re

/-- For real symmetric `H` and `S` the matrix `H - z S` is symmetric at every complex `z`. -/
theorem pencil_transpose {H S : Matrix n n ℝ} (hH : H.IsSymm) (hS : S.IsSymm) (z : ℂ) :
    (pencil (cplx H) (cplx S) z)ᵀ = pencil (cplx H) (cplx S) z := by
  ext i j
  simp [pencil, cplx, hH.apply i j, hS.apply i j]

/-- For real `H` and `S`, moving the pole `z` to its conjugate conjugates every entry
of `H - z S`. -/
theorem pencil_conj (H S : Matrix n n ℝ) (z : ℂ) :
    pencil (cplx H) (cplx S) (conj z)
      = (pencil (cplx H) (cplx S) z).map (starRingEnd ℂ) := by
  ext i j
  simp [pencil, cplx]

variable [Fintype n] [DecidableEq n]

/-- If `H` and `S` are real symmetric, `S` is positive definite and `z` is not real, then
`H - z S` has an inverse. -/
theorem exists_green {H S : Matrix n n ℝ} (hH : H.IsSymm) (hS : S.IsSymm)
    (hpos : ∀ x : n → ℝ, x ≠ 0 → 0 < x ⬝ᵥ S *ᵥ x) {z : ℂ} (hz : z.im ≠ 0) :
    ∃ G, pencil (cplx H) (cplx S) z * G = 1 := by
  have hdet : (pencil (cplx H) (cplx S) z).det ≠ 0 := by
    intro h0
    obtain ⟨v, hv, hMv⟩ := Matrix.exists_mulVec_eq_zero_iff.mpr h0
    -- split the null vector into real and imaginary parts
    obtain ⟨a, ha⟩ : ∃ a : n → ℝ, ∀ i, a i = (v i).re := ⟨_, fun _ => rfl⟩
    obtain ⟨b, hb⟩ : ∃ b : n → ℝ, ∀ i, b i = (v i).im := ⟨_, fun _ => rfl⟩
    have hre : ∀ (A : Matrix n n ℝ) i, ((cplx A *ᵥ v) i).re = (A *ᵥ a) i := by
      intro A i
      simp [cplx, Matrix.mulVec, dotProduct, ha]
    have him : ∀ (A : Matrix n n ℝ) i, ((cplx A *ᵥ v) i).im = (A *ᵥ b) i := by
      intro A i
      simp [cplx, Matrix.mulVec, dotProduct, hb]
    have e : ∀ i, (cplx H *ᵥ v) i = z * (cplx S *ᵥ v) i := by
      intro i
      have h := congrFun hMv i
      simp only [pencil, Matrix.sub_mulVec, Matrix.smul_mulVec, Pi.sub_apply,
        Pi.smul_apply, smul_eq_mul, Pi.zero_apply] at h
      exact sub_eq_zero.mp h
    have eR : H *ᵥ a = z.re • (S *ᵥ a) - z.im • (S *ᵥ b) := by
      ext i
      have h := congrArg Complex.re (e i)
      rw [Complex.mul_re, hre, hre, him] at h
      simpa only [Pi.sub_apply, Pi.smul_apply, smul_eq_mul] using h
    have eI : H *ᵥ b = z.re • (S *ᵥ b) + z.im • (S *ᵥ a) := by
      ext i
      have h := congrArg Complex.im (e i)
      rw [Complex.mul_im, him, him, hre] at h
      simpa only [Pi.add_apply, Pi.smul_apply, smul_eq_mul] using h
    have symm : ∀ A : Matrix n n ℝ, A.IsSymm → b ⬝ᵥ A *ᵥ a = a ⬝ᵥ A *ᵥ b := by
      intro A hA
      rw [Matrix.dotProduct_mulVec b A a, ← Matrix.mulVec_transpose, hA.eq,
        dotProduct_comm (A *ᵥ b) a]
    -- symmetry of `H` forces the `S`-norm of the null vector to vanish
    have h := symm H hH
    rw [eR, eI] at h
    simp only [dotProduct_sub, dotProduct_add, dotProduct_smul, smul_eq_mul,
      symm S hS] at h
    have hsum : a ⬝ᵥ S *ᵥ a + b ⬝ᵥ S *ᵥ b = 0 := by
      apply (mul_eq_zero.mp (_ : z.im * _ = 0)).resolve_left hz
      linarith
    have nn : ∀ x : n → ℝ, 0 ≤ x ⬝ᵥ S *ᵥ x := by
      intro x
      rcases eq_or_ne x 0 with hx | hx
      · simp [hx]
      · exact (hpos x hx).le
    have ha0 : a = 0 := by
      by_contra hne
      linarith [hpos a hne, nn b]
    have hb0 : b = 0 := by
      by_contra hne
      linarith [hpos b hne, nn a]
    apply hv
    ext i
    apply Complex.ext
    · rw [← ha, ha0]; rfl
    · rw [← hb, hb0]; rfl
  exact ⟨_, Matrix.mul_nonsing_inv _ (isUnit_iff_ne_zero.mpr hdet)⟩

/-- Let `H` and `S` be real symmetric and `G` the inverse of `H - z S`. Then `G` is symmetric,
its entrywise conjugate inverts `H - conj z S`, and the two poles with weights `w` and `conj w`
together contribute the real matrix with entries `2 Re (w G_ij)`. -/
theorem conjugate_pole_pair {H S : Matrix n n ℝ} (hH : H.IsSymm) (hS : S.IsSymm)
    {z : ℂ} {G : Matrix n n ℂ} (hG : pencil (cplx H) (cplx S) z * G = 1) (w : ℂ) :
    Gᵀ = G ∧
    pencil (cplx H) (cplx S) (conj z) * G.map (starRingEnd ℂ) = 1 ∧
    ∀ G', pencil (cplx H) (cplx S) (conj z) * G' = 1 →
      w • G + conj w • G' = cplx (pairMatrix w G) := by
  have hconj : pencil (cplx H) (cplx S) (conj z) * G.map (starRingEnd ℂ) = 1 := by
    rw [pencil_conj, ← Matrix.map_mul, hG,
      Matrix.map_one _ (map_zero _) (map_one _)]
  refine ⟨?_, hconj, ?_⟩
  · -- the transpose of `G` is a left inverse of the same matrix
    have h := congrArg Matrix.transpose hG
    rw [Matrix.transpose_mul, pencil_transpose hH hS, Matrix.transpose_one] at h
    exact left_inv_eq_right_inv h hG
  · intro G' hG'
    -- inverses are unique, so `G'` is the conjugate of `G`
    have hEq : G' = G.map (starRingEnd ℂ) :=
      left_inv_eq_right_inv (mul_eq_one_comm.mp hG') hconj
    subst hEq
    ext i j
    change w * G i j + conj w * conj (G i j) = ((2 * (w * G i j).re : ℝ) : ℂ)
    rw [← map_mul, Complex.add_conj]

/-- For real symmetric `H` and `S`, the trace of a sum of conjugate pole pairs against a real
matrix `A` follows from one inverse `G l` per pair, through the products `(G l)_ij A_ij`. -/
theorem trace_pole_sum {ι : Type*} [Fintype ι] {H S : Matrix n n ℝ}
    (hH : H.IsSymm) (hS : S.IsSymm) (z w : ι → ℂ) (G G' : ι → Matrix n n ℂ)
    (hG : ∀ l, pencil (cplx H) (cplx S) (z l) * G l = 1)
    (hG' : ∀ l, pencil (cplx H) (cplx S) (conj (z l)) * G' l = 1) (A : Matrix n n ℝ) :
    ((∑ l, (w l • G l + conj (w l) • G' l)) * cplx A).trace
      = ((∑ l, 2 * (w l * ∑ i, ∑ j, G l i j * (A i j : ℂ)).re : ℝ) : ℂ) := by
  rw [Finset.sum_mul, Matrix.trace_sum, Complex.ofReal_sum]
  refine Finset.sum_congr rfl fun l _ => ?_
  obtain ⟨hT, -, hpair⟩ := conjugate_pole_pair hH hS (hG l) (w l)
  have sym : ∀ i j, G l j i = G l i j := fun i j => congrFun (congrFun hT i) j
  rw [hpair _ (hG' l)]
  simp only [Matrix.trace, Matrix.diag_apply, Matrix.mul_apply, cplx, Matrix.map_apply,
    pairMatrix, Matrix.of_apply]
  -- exchange the indices and use the symmetry of `G l`
  rw [Finset.sum_comm]
  simp only [Finset.mul_sum, Complex.re_sum, Complex.ofReal_sum]
  refine Finset.sum_congr rfl fun i _ => Finset.sum_congr rfl fun j _ => ?_
  rw [sym i j, ← Complex.ofReal_mul]
  congr 1
  simp only [Complex.mul_re, Complex.mul_im, Complex.ofReal_re, Complex.ofReal_im]
  ring

/-- For complex Hermitian `H` and `S`, the inverse at the conjugate pole is the adjoint of the
inverse `G` at `z`. -/
theorem hermitian_green_conj {H S : Matrix n n ℂ} (hH : H.IsHermitian) (hS : S.IsHermitian)
    {z : ℂ} {G : Matrix n n ℂ} (hG : pencil H S z * G = 1) :
    pencil H S (conj z) * Gᴴ = 1 := by
  have hP : (pencil H S z)ᴴ = pencil H S (conj z) := by
    rw [pencil, Matrix.conjTranspose_sub, Matrix.conjTranspose_smul, hH.eq, hS.eq]
    rfl
  have h := congrArg Matrix.conjTranspose (mul_eq_one_comm.mp hG)
  rwa [Matrix.conjTranspose_mul, hP, Matrix.conjTranspose_one] at h

/-- The Pauli matrix `σ_y`. -/
def sigmaY : Matrix (Fin 2) (Fin 2) ℂ := !![0, -Complex.I; Complex.I, 0]

/-- The inverse of `σ_y - i`, written out. -/
def greenY : Matrix (Fin 2) (Fin 2) ℂ :=
  !![Complex.I / 2, -Complex.I / 2; Complex.I / 2, Complex.I / 2]

/-- For `H = σ_y`, `S = 1` and `z = i` the inverse of `H - z S` is not symmetric, and its
entrywise conjugate does not invert `H - conj z S`. -/
theorem sigmaY_counterexample :
    pencil sigmaY 1 Complex.I * greenY = 1 ∧ greenYᵀ ≠ greenY ∧
    pencil sigmaY 1 (conj Complex.I) * greenY.map (starRingEnd ℂ) ≠ 1 := by
  refine ⟨?_, ?_, ?_⟩
  · ext i j
    fin_cases i <;> fin_cases j <;>
      simp [pencil, sigmaY, greenY, Matrix.mul_apply, Fin.sum_univ_two,
        Matrix.one_apply, Complex.ext_iff] <;> norm_num
  · intro h
    have h01 := congrFun (congrFun h 0) 1
    norm_num [greenY, Complex.ext_iff] at h01
  · intro h
    have h00 := congrFun (congrFun h 0) 0
    norm_num [pencil, sigmaY, greenY, Matrix.mul_apply, Fin.sum_univ_succ,
      Complex.ext_iff] at h00

end

end ConjugatePolePairs
```

```lean
#print axioms ConjugatePolePairs.conjugate_pole_pair
#print axioms ConjugatePolePairs.trace_pole_sum
#print axioms ConjugatePolePairs.hermitian_green_conj
#print axioms ConjugatePolePairs.sigmaY_counterexample
```

```
'ConjugatePolePairs.conjugate_pole_pair' depends on axioms: [propext, Classical.choice, Quot.sound]
'ConjugatePolePairs.trace_pole_sum' depends on axioms: [propext, Classical.choice, Quot.sound]
'ConjugatePolePairs.hermitian_green_conj' depends on axioms: [propext, Classical.choice, Quot.sound]
'ConjugatePolePairs.sigmaY_counterexample' depends on axioms: [propext, Classical.choice, Quot.sound]
```

## From the hand derivation to the Lean proof

`pencil_transpose` and `pencil_conj` are the two properties of $P(z)$ used above, each checked entry by entry. Only the first needs symmetry; the second needs only that $H$ and $S$ are real.

In `conjugate_pole_pair`, `hconj` is the conjugation step. It rewrites $P(\bar z)$ as the conjugate of $P(z)$, uses `Matrix.map_mul` to combine the two conjugated factors into one conjugated product, and replaces that product by the unit matrix through `hG`. The symmetry part applies `Matrix.transpose` to both sides of `hG` and compares the resulting left inverse with `G`. The last part identifies `G'` with the conjugate of `G`, after which `Complex.add_conj` says that a number plus its conjugate is twice its real part.

`exists_green` assumes that the determinant is zero and obtains a null vector from `Matrix.exists_mulVec_eq_zero_iff`. The facts `hre` and `him` say that a real matrix acts separately on real and imaginary parts. The equations for $Ha$ and $Hb$ are `eR` and `eI`, the local fact `symm` moves a symmetric matrix across the dot product, and `hsum` is the vanishing bracket. Once the determinant is known to be nonzero, `Matrix.mul_nonsing_inv` provides the inverse.

`trace_pole_sum` replaces each pair by its real matrix. `Finset.sum_comm` exchanges the two index sums, and `sym` applies the symmetry of `G l`. `hermitian_green_conj` takes the adjoint of the inverse equation, and the $\sigma_y$ theorem is a calculation with explicit entries.

## Uniqueness of inverses as a lemma

The main theorem turns on `left_inv_eq_right_inv`. Given $ba=1$ and $ac=1$, it concludes $b=c$, by the same regrouping $b=b(ac)=(ba)c=c$ that appears twice in the derivation. It needs only associativity and a unit element, so no determinant or explicit formula for the inverse enters.

Its first use has $a=P(z)$, $b=G^T$ and $c=G$. Transposition reverses the order of a product, so it delivers the left inverse that the lemma asks for. The second use has $a=P(\bar z)$, $b=G'$ and $c=\bar G$. Here both matrices are given as right inverses, and `mul_eq_one_comm` first turns $G'$ into a left inverse. This step uses finite dimension: on an infinite-dimensional space an operator can have a right inverse that is not a left inverse, as shift operators show. The symmetry of $G$ offers another route, since transposing $P(\bar z)\bar G=1$ gives $\bar GP(\bar z)=1$ directly.
